# Mixing two distinct Hermitian idempotent density matrices keeps idempotency only at the endpoints

Take a single orbital that is occupied in one density, $D_1 = 1$, and empty in another, $D_2 = 0$: mixing them with a real weight $c$ gives $D = c\,D_1 + (1-c)\,D_2 = c$, and $D^2 - D = -c(1-c)$ vanishes only at $c = 0$ or $c = 1$. For Hermitian idempotent matrices of any finite size the same factor appears, multiplied by $(D_1 - D_2)^2$, and the conclusion is the same whenever $D_1 \neq D_2$.

```lean
import Mathlib

open Matrix

namespace DensityMixing

noncomputable section

variable {n ι : Type*} [Fintype n] [Fintype ι]

/-- A one-particle density matrix of a single determinant in an orthonormal basis:
Hermitian and idempotent. -/
structure IsPureDensity (D : Matrix n n ℂ) : Prop where
  herm : D.IsHermitian
  idem : D * D = D

/-- Linear mixing of two density matrices with the real mixing parameter `c`. -/
def mix (c : ℝ) (D₁ D₂ : Matrix n n ℂ) : Matrix n n ℂ :=
  c • D₁ + (1 - c) • D₂

/-- Linear combination of a whole history of density matrices with real weights. -/
def mixMany (c : ι → ℝ) (D : ι → Matrix n n ℂ) : Matrix n n ℂ :=
  ∑ i, c i • D i

/-- The squared Frobenius norm, the sum of the squared moduli of all entries. -/
def frobSq (X : Matrix n n ℂ) : ℝ :=
  ∑ i, ∑ j, Complex.normSq (X i j)

/-- The squared Frobenius norm is nonnegative. -/
theorem frobSq_nonneg (X : Matrix n n ℂ) : 0 ≤ frobSq X :=
  Finset.sum_nonneg fun _ _ => Finset.sum_nonneg fun _ _ => Complex.normSq_nonneg _

/-- A matrix of zero Frobenius norm vanishes. -/
theorem eq_zero_of_frobSq {X : Matrix n n ℂ} (h : frobSq X = 0) : X = 0 := by
  ext i j
  have hi := (Finset.sum_eq_zero_iff_of_nonneg (fun i _ =>
    Finset.sum_nonneg fun j _ => Complex.normSq_nonneg (X i j))).1 h i (Finset.mem_univ i)
  have hij := (Finset.sum_eq_zero_iff_of_nonneg (fun j _ =>
    Complex.normSq_nonneg (X i j))).1 hi j (Finset.mem_univ j)
  exact Complex.normSq_eq_zero.1 hij

/-- For a Hermitian matrix the trace of the square is the squared Frobenius norm. -/
theorem trace_sq_eq_frobSq {X : Matrix n n ℂ} (hX : X.IsHermitian) :
    (X * X).trace = (frobSq X : ℂ) := by
  simp only [Matrix.trace, Matrix.diag_apply, Matrix.mul_apply, frobSq, Complex.ofReal_sum]
  refine Finset.sum_congr rfl fun i _ => Finset.sum_congr rfl fun j _ => ?_
  rw [← hX.apply j i]
  exact Complex.mul_conj _

/-- The idempotency error of a mixture of two idempotent matrices is `-c(1-c)` times the
square of their difference. -/
theorem mix_defect {D₁ D₂ : Matrix n n ℂ} (h₁ : D₁ * D₁ = D₁) (h₂ : D₂ * D₂ = D₂) (c : ℝ) :
    mix c D₁ D₂ * mix c D₁ D₂ - mix c D₁ D₂
      = (-(c * (1 - c))) • ((D₁ - D₂) * (D₁ - D₂)) := by
  simp only [mix, add_mul, mul_add, sub_mul, mul_sub, smul_mul_assoc, mul_smul_comm, h₁, h₂]
  module

/-- The trace of `D - D²` for a mixture `D` of two pure densities is `c(1-c)` times the squared
Frobenius distance between them. -/
theorem trace_mix_defect {D₁ D₂ : Matrix n n ℂ} (h₁ : IsPureDensity D₁)
    (h₂ : IsPureDensity D₂) (c : ℝ) :
    (mix c D₁ D₂ - mix c D₁ D₂ * mix c D₁ D₂).trace
      = ((c * (1 - c) * frobSq (D₁ - D₂) : ℝ) : ℂ) := by
  have e : mix c D₁ D₂ - mix c D₁ D₂ * mix c D₁ D₂
      = (c * (1 - c)) • ((D₁ - D₂) * (D₁ - D₂)) := by
    rw [← neg_sub (mix c D₁ D₂ * mix c D₁ D₂) (mix c D₁ D₂), mix_defect h₁.idem h₂.idem c]
    module
  rw [e, Matrix.trace_smul, trace_sq_eq_frobSq (h₁.herm.sub h₂.herm), Complex.real_smul,
    ← Complex.ofReal_mul]

/-- A mixture of two distinct pure densities is idempotent exactly when the mixing parameter
is `0` or `1`. -/
theorem mix_idempotent_iff {D₁ D₂ : Matrix n n ℂ} (h₁ : IsPureDensity D₁)
    (h₂ : IsPureDensity D₂) (hne : D₁ ≠ D₂) (c : ℝ) :
    mix c D₁ D₂ * mix c D₁ D₂ = mix c D₁ D₂ ↔ c = 0 ∨ c = 1 := by
  constructor
  · intro h
    have ht := trace_mix_defect h₁ h₂ c
    rw [h, sub_self, Matrix.trace_zero] at ht
    -- the distance between the densities is nonzero, so the prefactor must vanish
    rcases mul_eq_zero.1 (Complex.ofReal_eq_zero.1 ht.symm) with hc | hf
    · rcases mul_eq_zero.1 hc with h0 | h1
      · exact Or.inl h0
      · exact Or.inr (by linarith)
    · exact absurd (sub_eq_zero.1 (eq_zero_of_frobSq hf)) hne
  · rintro (rfl | rfl)
    · simp [mix, h₂.idem]
    · simp [mix, h₁.idem]

/-- For idempotent matrices combined with weights of sum one, `D - D²` is half the weighted sum
of the squares of all pairwise differences. -/
theorem mixMany_defect {c : ι → ℝ} {D : ι → Matrix n n ℂ} (hc : ∑ i, c i = 1)
    (hD : ∀ i, D i * D i = D i) :
    mixMany c D - mixMany c D * mixMany c D
      = (1 / 2 : ℝ) • ∑ i, ∑ j, (c i * c j) • ((D i - D j) * (D i - D j)) := by
  -- the terms linear in the densities
  have hA : ∑ i, ∑ j, (c i * c j) • D i = mixMany c D := by
    refine Finset.sum_congr rfl fun i _ => ?_
    rw [← Finset.sum_smul, ← Finset.mul_sum, hc, mul_one]
  have hB : ∑ i, ∑ j, (c i * c j) • D j = mixMany c D := by
    rw [Finset.sum_comm]
    refine Finset.sum_congr rfl fun j _ => ?_
    rw [← Finset.sum_smul, ← Finset.sum_mul, hc, one_mul]
  -- the cross terms, in both orders
  have hP : ∑ i, ∑ j, (c i * c j) • (D i * D j) = mixMany c D * mixMany c D := by
    unfold mixMany
    rw [Finset.sum_mul_sum]
    refine Finset.sum_congr rfl fun i _ => Finset.sum_congr rfl fun j _ => ?_
    rw [smul_mul_assoc, mul_smul_comm, smul_smul]
  have hQ : ∑ i, ∑ j, (c i * c j) • (D j * D i) = mixMany c D * mixMany c D := by
    rw [← hP, Finset.sum_comm]
    refine Finset.sum_congr rfl fun i _ => Finset.sum_congr rfl fun j _ => ?_
    rw [mul_comm (c j) (c i)]
  have hS : ∑ i, ∑ j, (c i * c j) • ((D i - D j) * (D i - D j))
      = ∑ i, ∑ j, ((c i * c j) • D i + (c i * c j) • D j
          - (c i * c j) • (D i * D j) - (c i * c j) • (D j * D i)) := by
    refine Finset.sum_congr rfl fun i _ => Finset.sum_congr rfl fun j _ => ?_
    simp only [sub_mul, mul_sub, hD]
    module
  rw [hS]
  simp only [Finset.sum_sub_distrib, Finset.sum_add_distrib]
  rw [hA, hB, hP, hQ]
  module

/-- A combination of pure densities with strictly positive weights of sum one is idempotent
exactly when all the densities coincide. -/
theorem mixMany_idempotent_iff {c : ι → ℝ} {D : ι → Matrix n n ℂ} (hc : ∑ i, c i = 1)
    (hpos : ∀ i, 0 < c i) (hD : ∀ i, IsPureDensity (D i)) :
    mixMany c D * mixMany c D = mixMany c D ↔ ∀ i j, D i = D j := by
  have hdef := mixMany_defect hc fun i => (hD i).idem
  constructor
  · intro h i j
    have hsq : ∀ i j, ((D i - D j) * (D i - D j)).trace = (frobSq (D i - D j) : ℂ) :=
      fun i j => trace_sq_eq_frobSq ((hD i).herm.sub (hD j).herm)
    have ht : (mixMany c D - mixMany c D * mixMany c D).trace
        = ((1 / 2 * ∑ i, ∑ j, c i * c j * frobSq (D i - D j) : ℝ) : ℂ) := by
      rw [hdef]
      simp only [Matrix.trace_smul, Matrix.trace_sum, hsq, Complex.real_smul,
        Complex.ofReal_mul, Complex.ofReal_sum]
    rw [h, sub_self, Matrix.trace_zero] at ht
    have hz : ∑ i, ∑ j, c i * c j * frobSq (D i - D j) = 0 := by
      have := Complex.ofReal_eq_zero.1 ht.symm
      linarith
    -- a vanishing sum of nonnegative terms vanishes term by term
    have hnn : ∀ i j, 0 ≤ c i * c j * frobSq (D i - D j) := fun i j =>
      mul_nonneg (mul_nonneg (hpos i).le (hpos j).le) (frobSq_nonneg _)
    have hi := (Finset.sum_eq_zero_iff_of_nonneg (fun i _ =>
      Finset.sum_nonneg fun j _ => hnn i j)).1 hz i (Finset.mem_univ i)
    have hij := (Finset.sum_eq_zero_iff_of_nonneg (fun j _ => hnn i j)).1 hi j
      (Finset.mem_univ j)
    have hf := (mul_eq_zero.1 hij).resolve_left (mul_pos (hpos i) (hpos j)).ne'
    exact sub_eq_zero.1 (eq_zero_of_frobSq hf)
  · intro h
    have h0 : ∀ i j, D i - D j = 0 := fun i j => sub_eq_zero.2 (h i j)
    simp only [h0, mul_zero, smul_zero, Finset.sum_const_zero] at hdef
    exact (sub_eq_zero.1 hdef).symm

/-- The two displayed 2 × 2 matrices are pure densities, and they are distinct. -/
theorem isPureDensity_witness :
    IsPureDensity (!![1, 0; 0, 0] : Matrix (Fin 2) (Fin 2) ℂ) ∧
    IsPureDensity (!![1/2, 1/2; 1/2, 1/2] : Matrix (Fin 2) (Fin 2) ℂ) ∧
    (!![1, 0; 0, 0] : Matrix (Fin 2) (Fin 2) ℂ) ≠ !![1/2, 1/2; 1/2, 1/2] := by
  refine ⟨⟨?_, ?_⟩, ⟨?_, ?_⟩, ?_⟩
  · ext i j
    fin_cases i <;> fin_cases j <;> simp [Matrix.conjTranspose_apply]
  · ext i j
    fin_cases i <;> fin_cases j <;> simp [Matrix.mul_apply, Fin.sum_univ_succ]
  · ext i j
    fin_cases i <;> fin_cases j <;> simp [Matrix.conjTranspose_apply]
  · ext i j
    fin_cases i <;> fin_cases j <;> simp [Matrix.mul_apply, Fin.sum_univ_succ] <;> norm_num
  · intro h
    have h01 := congrFun (congrFun h 0) 1
    simp at h01

/-- These two distinct idempotent matrices have an idempotent mixture for every mixing parameter. -/
theorem oblique_mix_idempotent (c : ℝ) :
    let A : Matrix (Fin 2) (Fin 2) ℂ := !![1, 0; 0, 0]
    let B : Matrix (Fin 2) (Fin 2) ℂ := !![1, 1; 0, 0]
    A ≠ B ∧ A * A = A ∧ B * B = B ∧ mix c A B * mix c A B = mix c A B := by
  intro A B
  have hA : A * A = A := by
    ext i j
    fin_cases i <;> fin_cases j <;> simp [A, Matrix.mul_apply, Fin.sum_univ_succ]
  have hB : B * B = B := by
    ext i j
    fin_cases i <;> fin_cases j <;> simp [B, Matrix.mul_apply, Fin.sum_univ_succ]
  -- the difference squares to zero
  have hAB : (A - B) * (A - B) = 0 := by
    ext i j
    fin_cases i <;> fin_cases j <;> simp [A, B, Matrix.mul_apply, Fin.sum_univ_succ]
  refine ⟨?_, hA, hB, ?_⟩
  · intro h
    have h01 := congrFun (congrFun h 0) 1
    simp [A, B] at h01
  · have h := mix_defect hA hB c
    rw [hAB, smul_zero] at h
    exact sub_eq_zero.1 h

end

end DensityMixing
```

```lean
#print axioms DensityMixing.mix_idempotent_iff
#print axioms DensityMixing.mixMany_idempotent_iff
#print axioms DensityMixing.oblique_mix_idempotent
```

```
'DensityMixing.mix_idempotent_iff' depends on axioms: [propext, Classical.choice, Quot.sound]
'DensityMixing.mixMany_idempotent_iff' depends on axioms: [propext, Classical.choice, Quot.sound]
'DensityMixing.oblique_mix_idempotent' depends on axioms: [propext, Classical.choice, Quot.sound]
```

## Density matrices and mixtures as Lean objects

In an orthonormal basis of spin orbitals, the one-particle density matrix of a single Slater determinant is the projector onto its occupied orbitals. `IsPureDensity D` records the two properties of such a projector, $D^\dagger = D$ and $D^2 = D$. The entries are complex; a real symmetric density is the case in which all imaginary parts vanish. The finite type `n` labels the basis functions.

The definition `mix c D₁ D₂` is $c D_1 + (1-c) D_2$, so $c$ is the weight of the first density. It may be any real number, including values outside the interval from 0 to 1. The definition `mixMany c D` is $\sum_i c_i D_i$, a combination of a finite history of densities labelled by `ι`. Finally, `frobSq X` is the squared Frobenius norm $\|X\|^2 = \sum_{ij} |X_{ij}|^2$.

The main theorem, `mix_idempotent_iff`, says that for two distinct pure densities and any real $c$, the mixture is idempotent if and only if $c = 0$ or $c = 1$. For a history, `mixMany_idempotent_iff` says that with strictly positive weights of sum one, the combination of pure densities is idempotent if and only if all of them are equal.

Neither theorem fixes the number of electrons, so the two densities may have different traces, as in the one-orbital example. A closed-shell density with occupations 0 and 2 has to be halved first. In a non-orthogonal basis with overlap matrix $S$ the idempotency condition reads $DSD = D$, and the theorems apply after transformation to an orthonormal basis.

For self-consistent field calculations in a finite basis, the result means that linear mixing of two different determinant densities produces, apart from the endpoints, a matrix that is no longer the density of a single determinant. It says nothing about whether the iteration converges.

## The error of a two-density mixture

Since $D_1^2 = D_1$ and $D_2^2 = D_2$,

$$D^2 = c^2 D_1 + (1-c)^2 D_2 + c(1-c)(D_1 D_2 + D_2 D_1).$$

Subtracting $D$ leaves the coefficient $c^2 - c = -c(1-c)$ in front of $D_1$, and $(1-c)^2 - (1-c) = -c(1-c)$ in front of $D_2$. Hence

$$D^2 - D = -c(1-c)\,(D_1 + D_2 - D_1 D_2 - D_2 D_1) = -c(1-c)\,(D_1 - D_2)^2.$$

The order of the products has been kept throughout, so the densities need not commute. Hermiticity has not been used either, and `mix_defect` accordingly assumes only idempotency. Its proof expands the products, replaces each square by the matrix itself, and leaves the comparison of scalar coefficients to `module`.

It remains to see when the right-hand side vanishes. The difference $X = D_1 - D_2$ is Hermitian, so $X_{ji} = \overline{X_{ij}}$ and

$$\operatorname{tr} X^2 = \sum_{ij} X_{ij} X_{ji} = \sum_{ij} |X_{ij}|^2 = \|X\|^2.$$

This is `trace_sq_eq_frobSq`. Taking the trace of the error with the opposite sign gives `trace_mix_defect`:

$$\operatorname{tr}(D - D^2) = c(1-c)\,\|D_1 - D_2\|^2.$$

If $D$ is idempotent, the left side is zero, so one of the factors $c$, $1-c$ and $\|D_1 - D_2\|^2$ is zero. The last would make every entry of $D_1 - D_2$ vanish, which is the content of `eq_zero_of_frobSq`, and would contradict $D_1 \neq D_2$. The two uses of `mul_eq_zero` in `mix_idempotent_iff` make this case distinction. Conversely, $c = 0$ gives $D = D_2$ and $c = 1$ gives $D = D_1$, both idempotent.

## A history of densities

Let $D = \sum_i c_i D_i$ with $\sum_i c_i = 1$ and every $D_i$ idempotent. Expanding each squared difference gives

$$\sum_{ij} c_i c_j (D_i - D_j)^2 = \sum_{ij} c_i c_j \,(D_i + D_j - D_i D_j - D_j D_i).$$

In the first term the sum over $j$ gives one, which leaves $\sum_i c_i D_i = D$; the second term gives $D$ in the same way. The third and fourth sums are each $D^2$, the fourth after exchanging the names of $i$ and $j$. The total is $2(D - D^2)$, so

$$D - D^2 = \tfrac12 \sum_{ij} c_i c_j (D_i - D_j)^2.$$

In `mixMany_defect` the four sums are evaluated by `hA`, `hB`, `hP` and `hQ`, in this order, and `hS` is the expansion of the squares.

When the densities are also Hermitian, the trace becomes

$$\operatorname{tr}(D - D^2) = \tfrac12 \sum_{ij} c_i c_j \,\|D_i - D_j\|^2.$$

With strictly positive weights no term is negative. If $D$ is idempotent the sum is zero, so each term is zero, and $c_i c_j > 0$ forces $D_i = D_j$. The proof of `mixMany_idempotent_iff` applies `Finset.sum_eq_zero_iff_of_nonneg` once for each of the two sums. In the other direction, equal densities make all differences zero, and the identity gives $D = D^2$.

The weights in DIIS extrapolation, which in self-consistent field calculations is usually applied to Fock matrices, sum to one but may be negative. If densities are combined with weights of this kind, the identity still holds, while the equivalence does not extend to them: with two orbitals, the one-electron projectors onto the first orbital, onto the second orbital and onto $(1,1)/\sqrt2$, taken with weights $1, 1, -1$, combine to the projector onto $(1,-1)/\sqrt2$, which is idempotent although the three densities are all different.

## Two orbitals, with and without Hermiticity

The theorem `isPureDensity_witness` supplies two distinct pure densities on two orbitals,

$$D_1 = \begin{pmatrix} 1 & 0 \\ 0 & 0 \end{pmatrix}, \qquad D_2 = \frac12 \begin{pmatrix} 1 & 1 \\ 1 & 1 \end{pmatrix}.$$

The first projects onto the first orbital and the second onto the normalised vector $(1,1)/\sqrt2$. Both describe one electron. They do not commute, and a short multiplication gives $(D_1 - D_2)^2 = \tfrac12 I$, with $I$ the identity matrix. Their mixture therefore has $D^2 - D = -\tfrac12 c(1-c)\,I$, which is largest in magnitude on the interval from 0 to 1 at equal weights.

The theorem `oblique_mix_idempotent` shows what Hermiticity contributes. It takes

$$A = \begin{pmatrix} 1 & 0 \\ 0 & 0 \end{pmatrix}, \qquad B = \begin{pmatrix} 1 & 1 \\ 0 & 0 \end{pmatrix}.$$

Both are idempotent, but $B$ is not Hermitian: it projects onto the first orbital along a direction that is not perpendicular to it. The difference $A - B$ is nonzero, yet its square is zero. By `mix_defect` the error then vanishes for every $c$, and every mixture of $A$ and $B$ is idempotent. For a Hermitian difference this cannot happen, because the trace of its square is the sum of the squared moduli of its entries.
